# For a central z with z² = 1, the class functions odd under z have dimension half the number of conjugacy classes that z moves

Let $G$ be a finite group and $z$ a central element with $z^2=1$. The complex class functions with $f(zg)=-f(g)$ form a space whose dimension is half the number of conjugacy classes $C$ with $zC\neq C$.

```lean
import Mathlib

open Module

namespace DoubleGroupSpinors

noncomputable section

variable {G : Type*} [Group G]

/-- The complex class functions on `G` that change sign under multiplication by `z`. -/
def spinorClassFunctions (z : G) : Submodule ℂ (G → ℂ) where
  carrier := {f | (∀ h g, f (h * g * h⁻¹) = f g) ∧ ∀ g, f (z * g) = -f g}
  add_mem' := by
    rintro a b ⟨ha, ha'⟩ ⟨hb, hb'⟩
    exact ⟨fun h g => by simp only [Pi.add_apply, ha, hb],
      fun g => by simp only [Pi.add_apply, ha', hb']; ring⟩
  zero_mem' := ⟨fun _ _ => rfl, fun _ => by simp⟩
  smul_mem' := by
    rintro c a ⟨ha, ha'⟩
    exact ⟨fun h g => by simp only [Pi.smul_apply, ha],
      fun g => by simp only [Pi.smul_apply, ha', smul_neg]⟩

/-- A chosen group element in each conjugacy class. -/
def rep (C : ConjClasses G) : G := C.exists_rep.choose

/-- The conjugacy class of `z` times the chosen element of `C`. -/
def shift (z : G) (C : ConjClasses G) : ConjClasses G := ConjClasses.mk (z * rep C)

/-- For central `z`, the shift sends the class of any `g` to the class of `z g`. -/
theorem shift_mk {z : G} (hc : ∀ g, z * g = g * z) (g : G) :
    shift z (ConjClasses.mk g) = ConjClasses.mk (z * g) := by
  have h : ConjClasses.mk (rep (ConjClasses.mk g)) = ConjClasses.mk g :=
    (ConjClasses.mk g).exists_rep.choose_spec
  obtain ⟨c, h'⟩ := isConj_iff.1 (ConjClasses.mk_eq_mk_iff_isConj.1 h)
  refine ConjClasses.mk_eq_mk_iff_isConj.2 (isConj_iff.2 ⟨c, ?_⟩)
  rw [← mul_assoc c z, ← hc c, mul_assoc z c, mul_assoc z, h']

/-- For central `z` with `z² = 1`, the set `zC` equals `C` exactly when the shift fixes the class
`C`. -/
theorem image_eq_iff {z : G} (hc : ∀ g, z * g = g * z) (hz : z * z = 1)
    (C : ConjClasses G) :
    (fun g => z * g) '' C.carrier = C.carrier ↔ shift z C = C := by
  obtain ⟨g, rfl⟩ := C.exists_rep
  constructor
  · intro h
    have hg : z * g ∈ (fun g => z * g) '' (ConjClasses.mk g).carrier :=
      ⟨g, ConjClasses.mem_carrier_iff_mk_eq.2 rfl, rfl⟩
    rw [h] at hg
    rw [shift_mk hc]
    exact ConjClasses.mem_carrier_iff_mk_eq.1 hg
  · intro h
    have key : ∀ y, ConjClasses.mk y = ConjClasses.mk g →
        ConjClasses.mk (z * y) = ConjClasses.mk g := fun y hy => by
      rw [← shift_mk hc, hy, h]
    ext x
    constructor
    · rintro ⟨y, hy, rfl⟩
      exact ConjClasses.mem_carrier_iff_mk_eq.2
        (key y (ConjClasses.mem_carrier_iff_mk_eq.1 hy))
    · intro hx
      refine ⟨z * x, ConjClasses.mem_carrier_iff_mk_eq.2
        (key x (ConjClasses.mem_carrier_iff_mk_eq.1 hx)), ?_⟩
      change z * (z * x) = x
      rw [← mul_assoc, hz, one_mul]

/-- A spinor class function takes equal values on elements of the same class. -/
theorem eq_of_mk_eq {z : G} {f : G → ℂ} (hf : f ∈ spinorClassFunctions z) {a b : G}
    (h : ConjClasses.mk a = ConjClasses.mk b) : f a = f b := by
  obtain ⟨h1, _⟩ := hf
  obtain ⟨c, rfl⟩ := isConj_iff.1 (ConjClasses.mk_eq_mk_iff_isConj.1 h)
  exact (h1 c a).symm

/-- For central `z` with `z² = 1`, antisymmetrising any function of conjugacy classes under `z`
gives a spinor class function. -/
theorem antisymm_mem {z : G} (hc : ∀ g, z * g = g * z) (hz : z * z = 1)
    (H : ConjClasses G → ℂ) :
    (fun g => H (ConjClasses.mk g) - H (ConjClasses.mk (z * g)))
      ∈ spinorClassFunctions z := by
  refine And.intro ?_ ?_
  · intro h g
    have h1 : ConjClasses.mk (h * g * h⁻¹) = ConjClasses.mk g :=
      (ConjClasses.mk_eq_mk_iff_isConj.2 (isConj_iff.2 ⟨h, rfl⟩)).symm
    have h2 : ConjClasses.mk (z * (h * g * h⁻¹)) = ConjClasses.mk (z * g) := by
      rw [← shift_mk hc, h1, shift_mk hc]
    change H _ - H _ = H _ - H _
    rw [h1, h2]
  · intro g
    change H (ConjClasses.mk (z * g)) - H (ConjClasses.mk (z * (z * g)))
      = -(H (ConjClasses.mk g) - H (ConjClasses.mk (z * g)))
    rw [← mul_assoc z z g, hz, one_mul]
    ring

/-- When the points of a finite set carry distinct natural numbers as labels, the points moved by an
involution of the set are twice as many as those whose label is smaller than the label of their
partner. -/
theorem card_moved {X : Type*} [Finite X] (σ : X → X) (hσ : ∀ x, σ (σ x) = x)
    (e : X → ℕ) (he : Function.Injective e) :
    Nat.card {x // σ x ≠ x} = 2 * Nat.card {x // e x < e (σ x)} := by
  classical
  have := Fintype.ofFinite X
  have h1 : ∑ x, (if e (σ x) < e x then 1 else 0 : ℕ)
      = ∑ x, (if e x < e (σ x) then 1 else 0 : ℕ) := by
    have h := Equiv.sum_comp (Function.Involutive.toPerm σ hσ)
      (fun x => (if e (σ x) < e x then 1 else 0 : ℕ))
    refine h.symm.trans (Finset.sum_congr rfl fun x _ => ?_)
    change (if e (σ (σ x)) < e (σ x) then 1 else 0 : ℕ)
      = (if e x < e (σ x) then 1 else 0 : ℕ)
    rw [hσ x]
  simp only [Nat.card_eq_fintype_card, Fintype.card_subtype, Finset.card_filter]
  rw [two_mul]
  nth_rewrite 2 [← h1]
  rw [← Finset.sum_add_distrib]
  refine Finset.sum_congr rfl fun x _ => ?_
  rcases lt_trichotomy (e x) (e (σ x)) with h | h | h
  · have hne : σ x ≠ x := fun h' => by simp [h'] at h
    simp [h, hne, not_lt_of_gt h]
  · have hx : σ x = x := (he h).symm
    simp [hx]
  · have hne : σ x ≠ x := fun h' => by simp [h'] at h
    simp [h, hne, not_lt_of_gt h]

/-- For a finite group and a central `z` with `z² = 1`, twice the dimension of the space of spinor
class functions is the number of conjugacy classes `C` with `zC ≠ C`. -/
theorem two_mul_finrank_spinorClassFunctions [Finite G] {z : G}
    (hc : ∀ g, z * g = g * z) (hz : z * z = 1) :
    2 * finrank ℂ (spinorClassFunctions z)
      = Nat.card {C : ConjClasses G // (fun g => z * g) '' C.carrier ≠ C.carrier} := by
  classical
  have : Finite (ConjClasses G) :=
    Finite.of_surjective ConjClasses.mk fun C => C.exists_rep
  have := Fintype.ofFinite (ConjClasses G)
  obtain ⟨e, he⟩ : ∃ e : ConjClasses G → ℕ, Function.Injective e :=
    ⟨fun x => (Fintype.equivFin _ x).val,
      fun a b h => (Fintype.equivFin _).injective (Fin.ext h)⟩
  have hs : ∀ C, shift z (shift z C) = C := fun C => by
    obtain ⟨g, rfl⟩ := C.exists_rep
    rw [shift_mk hc, shift_mk hc, ← mul_assoc, hz, one_mul]
  have hr : ∀ C : ConjClasses G, ConjClasses.mk (rep C) = C :=
    fun C => C.exists_rep.choose_spec
  -- restriction to one class out of each exchanged pair
  let L : spinorClassFunctions z →ₗ[ℂ] ({C // e C < e (shift z C)} → ℂ) :=
    { toFun := fun f C => f.1 (rep C.1)
      map_add' := fun _ _ => rfl
      map_smul' := fun _ _ => rfl }
  have inj : Function.Injective L := by
    refine (injective_iff_map_eq_zero L).2 fun f hf => ?_
    have key : ∀ x, e (ConjClasses.mk x) < e (ConjClasses.mk (z * x)) → f.1 x = 0 :=
      fun x hx => (eq_of_mk_eq f.2 (hr (ConjClasses.mk x)).symm).trans
        (congrFun hf ⟨ConjClasses.mk x, by rw [shift_mk hc]; exact hx⟩)
    obtain ⟨_, odd⟩ := f.2
    apply Subtype.ext
    funext g
    change f.1 g = 0
    have b := odd g
    rcases lt_trichotomy (e (ConjClasses.mk g)) (e (ConjClasses.mk (z * g))) with h | h | h
    · exact key g h
    · have a := eq_of_mk_eq f.2 (he h)
      linear_combination (1 / 2) * (a + b)
    · have k := key (z * g) (by rw [← mul_assoc, hz, one_mul]; exact h)
      linear_combination b - k
  have surj : Function.Surjective L := by
    intro h
    let H : ConjClasses G → ℂ := fun C => if hC : e C < e (shift z C) then h ⟨C, hC⟩ else 0
    refine ⟨⟨_, antisymm_mem hc hz H⟩, ?_⟩
    funext C
    change H (ConjClasses.mk (rep C.1)) - H (shift z C.1) = h C
    have h2 : H C.1 = h C := dif_pos C.2
    have h3 : H (shift z C.1) = 0 := dif_neg (by rw [hs]; exact not_lt_of_gt C.2)
    rw [hr, h2, h3, sub_zero]
  rw [(LinearEquiv.ofBijective L ⟨inj, surj⟩).finrank_eq,
    Module.finrank_fintype_fun_eq_card, ← Nat.card_eq_fintype_card,
    ← card_moved (shift z) hs e he]
  exact Nat.card_congr
    (Equiv.subtypeEquivRight fun C => not_congr (image_eq_iff hc hz C).symm)

/-- The character of a representation in which `z` acts as `-1` is a spinor class
function. -/
theorem character_mem {V : Type*} [AddCommGroup V] [Module ℂ V] {z : G}
    (ρ : G →* Module.End ℂ V) (hρ : ρ z = -1) :
    (fun g => LinearMap.trace ℂ V (ρ g)) ∈ spinorClassFunctions z := by
  refine And.intro ?_ ?_
  · intro h g
    change LinearMap.trace ℂ V (ρ (h * g * h⁻¹)) = LinearMap.trace ℂ V (ρ g)
    rw [map_mul ρ, LinearMap.trace_mul_comm, ← map_mul ρ, inv_mul_cancel_left]
  · intro g
    change LinearMap.trace ℂ V (ρ (z * g)) = -LinearMap.trace ℂ V (ρ g)
    rw [map_mul ρ, hρ, neg_one_mul, map_neg]

/-- For central `z` with `z² = 1`, all spinor class functions vanish at `g` exactly when `g` is
conjugate to `z g`. -/
theorem forall_eq_zero_iff {z : G} (hc : ∀ g, z * g = g * z) (hz : z * z = 1) (g : G) :
    (∀ f ∈ spinorClassFunctions z, f g = 0) ↔ IsConj g (z * g) := by
  classical
  constructor
  · intro h
    by_contra hn
    have ne : ConjClasses.mk (z * g) ≠ ConjClasses.mk g :=
      fun h' => hn (ConjClasses.mk_eq_mk_iff_isConj.1 h'.symm)
    -- antisymmetrise the indicator function of the class of g
    have t : (if ConjClasses.mk g = ConjClasses.mk g then (1 : ℂ) else 0)
        - (if ConjClasses.mk (z * g) = ConjClasses.mk g then (1 : ℂ) else 0) = 0 :=
      h _ (antisymm_mem hc hz fun C => if C = ConjClasses.mk g then (1 : ℂ) else 0)
    rw [if_pos rfl, if_neg ne] at t
    norm_num at t
  · intro h f hf
    have a := eq_of_mk_eq hf (ConjClasses.mk_eq_mk_iff_isConj.2 h)
    obtain ⟨_, odd⟩ := hf
    linear_combination (1 / 2) * (a + odd g)

/-- Let `z` be central with `z² = 1`. If `z ≠ 1` and every `g` other than `1` and `z` is conjugate
to `z g`, the space of spinor class functions is one-dimensional. -/
theorem finrank_eq_one {z : G} (hc : ∀ g, z * g = g * z) (hz : z * z = 1) (h1 : z ≠ 1)
    (h : ∀ g, g ≠ 1 → g ≠ z → IsConj g (z * g)) :
    finrank ℂ (spinorClassFunctions z) = 1 := by
  have hn : ¬ ∀ f ∈ spinorClassFunctions z, f 1 = 0 := fun h0 => by
    obtain ⟨c, hc'⟩ := isConj_iff.1 ((forall_eq_zero_iff hc hz 1).1 h0)
    exact h1 (by simpa using hc'.symm)
  push Not at hn
  obtain ⟨f, hf, hf1⟩ := hn
  have nz : (⟨f, hf⟩ : spinorClassFunctions z) ≠ 0 :=
    fun h0 => hf1 (congrFun (congrArg Subtype.val h0) 1)
  refine (finrank_eq_one_iff_of_nonzero' _ nz).2 fun w => ⟨w.1 1 / f 1, ?_⟩
  apply Subtype.ext
  funext g
  change w.1 1 / f 1 * f g = w.1 g
  by_cases hg : g = 1
  · rw [hg, div_mul_cancel₀ _ hf1]
  by_cases hg' : g = z
  · obtain ⟨_, of⟩ := hf
    obtain ⟨_, ow⟩ := w.2
    have a := of 1
    have b := ow 1
    rw [mul_one] at a b
    rw [hg', a, b, mul_neg, div_mul_cancel₀ _ hf1]
  · have v := (forall_eq_zero_iff hc hz g).2 (h g hg hg')
    rw [v f hf, v w.1 w.2, mul_zero]

/-- For the quaternion group of order eight with `z` its element `a 2`, the space of
spinor class functions is one-dimensional. -/
theorem quaternion_witness :
    finrank ℂ (spinorClassFunctions (QuaternionGroup.a 2 : QuaternionGroup 2)) = 1 := by
  have h : ∀ g : QuaternionGroup 2, g ≠ 1 → g ≠ QuaternionGroup.a 2 →
      ∃ c : QuaternionGroup 2, c * g * c⁻¹ = QuaternionGroup.a 2 * g := by
    decide +kernel
  exact finrank_eq_one (by decide +kernel) (by decide +kernel) (by decide +kernel)
    fun g h1 h2 => isConj_iff.2 (h g h1 h2)

end

end DoubleGroupSpinors
```

```lean
#print axioms DoubleGroupSpinors.two_mul_finrank_spinorClassFunctions
#print axioms DoubleGroupSpinors.character_mem
```

```
'DoubleGroupSpinors.two_mul_finrank_spinorClassFunctions' depends on axioms: [propext, Classical.choice, Quot.sound]
'DoubleGroupSpinors.character_mem' depends on axioms: [propext, Classical.choice, Quot.sound]
```

## Odd class functions and moved classes

The space is `spinorClassFunctions z`, a complex subspace of all functions $G\to\mathbb C$. Membership means two things: $f(hgh^{-1})=f(g)$ for all $h,g$, and $f(zg)=-f(g)$ for all $g$. Its dimension is `finrank ℂ (spinorClassFunctions z)`.

The main theorem, `two_mul_finrank_spinorClassFunctions`, reads
$$2\dim\{f\}=\#\{C : zC\neq C\}.$$
The factor of two stands on the left so that no natural number has to be divided. The right side counts elements of `ConjClasses G`, and $zC$ is literally the set of products $zg$ with $g\in C$. The hypothesis `hc` says that $z$ commutes with every element, and `hz` says that $z^2=1$. The case $z=1$ is allowed: no class moves, and $f=-f$ leaves only the zero function.

## Rotation by 2π and the extra species

In the double group of a point group, $z$ is the rotation by $2\pi$. It commutes with every operation, its square is the identity, and it multiplies states of half-integer spin by $-1$. That sign is the hypothesis `ρ z = -1` in `character_mem`, which shows that the character of any such representation $\rho$ lies in the space:
$$\operatorname{tr}\rho(zg)=\operatorname{tr}(-\rho(g))=-\operatorname{tr}\rho(g),$$
while cyclicity of the trace gives constancy on classes.

To read the dimension as the number of extra irreducible species, those in which $z$ acts as $-1$, one combines the theorem with a standard fact of character theory that the file does not prove: the irreducible characters form a basis of the class functions. By Schur's lemma $z$ acts on each irreducible representation as $+1$ or $-1$, and the characters of the second kind are a basis of the odd functions. For electronic structure with spin–orbit coupling, this gives the number of symmetry labels available to states with an odd number of electrons, for a finite symmetry group without time reversal.

The group $G$ is abstract. Nothing in the theorem constructs it from rotations or from $SU(2)$.

## Multiplication by z permutes the classes

Write $[g]$ for the class of $g$. If $a=cgc^{-1}$, then centrality gives
$$za=zcgc^{-1}=c(zg)c^{-1},$$
so $\sigma([g])=[zg]$ is well defined. Since $z^2=1$, applying $\sigma$ twice returns the original class.

In the file $\sigma$ is `shift z`. It is defined through a chosen representative `rep C`, and `shift_mk` performs the calculation above to show that the choice has no effect.

The fixed points of $\sigma$ are the classes with $zC=C$, which is `image_eq_iff`. If $zC=C$ and $g\in C$, then $zg\in C$, so $\sigma(C)=C$. Conversely, if $\sigma(C)=C$, then $zy\in C$ for every $y\in C$, hence $zC\subseteq C$; and each $x\in C$ equals $z(zx)$ with $zx\in C$, hence $C\subseteq zC$.

## One class from each exchanged pair

The moved classes fall into pairs $\{C,\sigma(C)\}$. Give each class a distinct natural number $e(C)$ and select $C$ when $e(C)<e(\sigma(C))$. Exactly one member of each pair is selected, so with $m$ selected classes there are $2m$ moved ones.

Let $L$ restrict an odd class function to its values on the selected classes. This is a linear map into $\mathbb C^m$, and it is a bijection.

**Injectivity.** Suppose $f$ vanishes on every selected class, and take any $g$.

- If $e([g])<e([zg])$, then $[g]$ is selected and $f(g)=0$.
- If $e([g])=e([zg])$, the classes coincide, so $f(g)=f(zg)=-f(g)$ and $f(g)=0$.
- If $e([g])>e([zg])$, then $[zg]$ is selected and $f(g)=-f(zg)=0$.

**Surjectivity.** Given prescribed values $h(C)$ on the selected classes, let $H$ equal $h$ there and zero on all other classes. Put
$$f(g)=H([g])-H([zg]).$$
This is a class function, and $f(zg)=H([zg])-H([g])=-f(g)$; the lemma `antisymm_mem` checks both properties. On a selected class $C$ the partner is not selected, so $f$ takes the value $h(C)-0=h(C)$.

The dimension is therefore $m$. In Lean, `inj` and `surj` are these two arguments, `LinearEquiv.ofBijective` turns $L$ into an isomorphism, and `card_moved` supplies the factor of two.

## How the labels replace a choice of pairs

The proof turns on the injective map `e` into ℕ. It makes the selection a plain inequality, so no list of pairs has to be built, and `lt_trichotomy` then produces the three cases above.

The same inequality does the counting in `card_moved`, which holds for any involution $\sigma$ of a finite set. Let $[P]$ here be $1$ if $P$ is true and $0$ otherwise. For each $x$,
$$[\sigma(x)\neq x]=[e(x)<e(\sigma(x))]+[e(\sigma(x))<e(x)].$$
Summed over $x$, the two terms on the right agree, because replacing $x$ by $\sigma(x)$ turns one into the other. `Function.Involutive.toPerm` packages $\sigma$ as a permutation, and `Equiv.sum_comp` says that a permutation leaves a sum unchanged.

## Forced zeros and a single spinor species

By `forall_eq_zero_iff`, every odd class function vanishes at $g$ exactly when $g$ is conjugate to $zg$. If they are conjugate, $f(g)=f(zg)=-f(g)$. If they are not, antisymmetrising the indicator function of $[g]$ gives an odd class function with value $1$ at $g$.

Now let $z\neq1$, and let every $g$ other than $1$ and $z$ be conjugate to $zg$. Then `finrank_eq_one` gives dimension one. The identity is conjugate only to itself, so some odd $f$ has $f(1)\neq0$. Any other odd class function $w$ equals $\frac{w(1)}{f(1)}f$: the two sides agree at $1$, by oddness at $z$, and everywhere else both vanish.

The quaternion group $\{\pm1,\pm i,\pm j,\pm k\}$, the double group of $D_2$, shows this in numbers. Take $z=-1$. Since $jij^{-1}=-i$, and similarly for $j$ and $k$, the classes are
$$\{1\},\quad\{-1\},\quad\{\pm i\},\quad\{\pm j\},\quad\{\pm k\}.$$
Multiplication by $-1$ exchanges the first two and fixes the other three. Two classes move, so the dimension is $2/2=1$. The spin-½ character, with values $2,-2,0,0,0$ in this order, spans the space.

In `quaternion_witness` the group is `QuaternionGroup 2` and $z$ is its element `a 2`. The conjugacy condition is checked over all eight elements by `decide +kernel`, and `finrank_eq_one` then gives the dimension.

Keeping only the twofold axis along $i$ leaves the cyclic group $\{1,i,-1,-i\}$. It is abelian, so all four classes are single elements and all four move, which gives dimension $2$. An odd function has the values $a,b,-a,-b$ with $a$ and $b$ free. The perpendicular axes of $D_2$ make $i$ conjugate to $-i$, and this forces $b=0$.
